# In a nearest-neighbour embedded-atom fcc crystal, the Cauchy pressure is proportional to the curvature of the embedding function

In a static, unstressed cubic crystal held together by central pair forces, with every atom at a centre of inversion, the elastic constants satisfy $C_{12}=C_{44}$. Many cubic metals violate this relation. The embedded-atom model adds to the pair energy a function $F$ of the local density, and one can ask which part of the energy then produces the Cauchy pressure $C_{12}-C_{44}$.

Let an atom have neighbours at $R_i$, and let $\eta$ be the Lagrangian strain. The squared bond lengths become $R_i\cdot R_i+2R_i\cdot\eta R_i$, and the energy per atom is
$$E(\eta)=F\Big(\sum_i f\Big)+\tfrac12\sum_i\varphi ,$$
where the density contribution $f$ and the pair energy $\varphi$ are functions of squared length. For the twelve fcc neighbours with cubic lattice constant $a$ and atomic volume $\Omega$,
$$\Omega\,(C_{12}-C_{44})=16\,a^4 f'^2F'',$$
with $f'$ taken at $a^2/2$ and $F''$ at $12f(a^2/2)$.

## Two strain derivatives and their difference

Write $s_i=R_i\cdot R_i$, $p_i=2R_i\cdot AR_i$ and $q_i=2R_i\cdot BR_i$ for two strains $A,B$. At $\eta=xA+yB$ the squared length is $s_i+xp_i+yq_i$. The $y$-derivative at $y=0$ is
$$F'\Big(\sum_i f(s_i+xp_i)\Big)\sum_i f'(s_i+xp_i)\,q_i+\tfrac12\sum_i\varphi'(s_i+xp_i)\,q_i .$$
Differentiating in $x$ at $0$ gives
$$F''\Big(\sum_i f'p_i\Big)\Big(\sum_i f'q_i\Big)+F'\sum_i f''p_iq_i+\tfrac12\sum_i\varphi''p_iq_i .$$

Number the coordinates $0,1,2$, as Lean does; the code comments count from 1, so their $\eta_{11}$ is $\eta_{00}$ here. For $C_{12}$, the strains $\eta_{00}$ and $\eta_{11}$ give $p_i=2R_{i0}^2$ and $q_i=2R_{i1}^2$. For $C_{44}$, which equals $C_{66}$ by cubic symmetry, the shear $\eta_{01}=\eta_{10}=t/2$ gives $p_i=q_i=2R_{i0}R_{i1}$. The product $p_iq_i=4R_{i0}^2R_{i1}^2$ is the same in both cases, so the $f''$ and $\varphi''$ terms cancel, leaving
$$4F''\Big[\Big(\sum_i f'R_{i0}^2\Big)\Big(\sum_i f'R_{i1}^2\Big)-\Big(\sum_i f'R_{i0}R_{i1}\Big)^2\Big].$$

In fcc every $s_i$ is $a^2/2$. Eight neighbours have $R_{i0}^2=a^2/4$ and four have zero, so $\sum_i R_{i0}^2=2a^2$, and likewise for coordinate 1. The four non-zero products $R_{i0}R_{i1}$ cancel by sign. The result is $4F''(2a^2f')^2=16a^4f'^2F''$.

## Energy, strains and neighbour shell in Lean

```lean
import Mathlib

open Matrix Topology

namespace EmbeddedAtomCauchyPressure

noncomputable section

variable {ι : Type*} [Fintype ι]
```

The index type `ι` labels any finite family of neighbours. `stretch` is the change in squared length, and `eamEnergy` is $E(\eta)$.

```lean
/-- Change of the squared length of the bond `R` under the Lagrangian strain `η`. -/
def stretch (R : Fin 3 → ℝ) (η : Matrix (Fin 3) (Fin 3) ℝ) : ℝ :=
  2 * (R ⬝ᵥ η *ᵥ R)

/-- Embedded-atom energy per atom at strain `η`: embedding energy `F` of the density
`∑ f` plus half the sum of the pair energies `φ`, both functions of squared bond length. -/
def eamEnergy (F f φ : ℝ → ℝ) (R : ι → Fin 3 → ℝ) (η : Matrix (Fin 3) (Fin 3) ℝ) : ℝ :=
  F (∑ i, f (R i ⬝ᵥ R i + stretch (R i) η)) + (∑ i, φ (R i ⬝ᵥ R i + stretch (R i) η)) / 2
```

Elastic constants enter as iterated derivatives at zero strain, not divided by the atomic volume.

```lean
/-- Mixed second derivative of an energy at zero strain along the strains `A` and `B`. -/
def strainDeriv2 (E : Matrix (Fin 3) (Fin 3) ℝ → ℝ) (A B : Matrix (Fin 3) (Fin 3) ℝ) : ℝ :=
  deriv (fun x : ℝ => deriv (fun y : ℝ => E (x • A + y • B)) 0) 0
```

The factor $1/2$ in `shear12` makes $t$ the engineering shear strain, as the usual definition of $C_{44}$ requires.

```lean
/-- Unit axial strain `η₁₁ = 1`. -/
def axial1 : Matrix (Fin 3) (Fin 3) ℝ := !![1, 0, 0; 0, 0, 0; 0, 0, 0]

/-- Unit axial strain `η₂₂ = 1`. -/
def axial2 : Matrix (Fin 3) (Fin 3) ℝ := !![0, 0, 0; 0, 1, 0; 0, 0, 0]

/-- Unit shear strain `η₁₂ = η₂₁ = 1/2`. -/
def shear12 : Matrix (Fin 3) (Fin 3) ℝ := !![0, 1 / 2, 0; 1 / 2, 0, 0; 0, 0, 0]

/-- Cauchy pressure times atomic volume: the mixed derivative in `η₁₁`, `η₂₂` minus the
second derivative along the shear `η₁₂ = η₂₁ = t/2`, at zero strain. -/
def cauchyPressure (E : Matrix (Fin 3) (Fin 3) ℝ → ℝ) : ℝ :=
  strainDeriv2 E axial1 axial2 - deriv (deriv (fun t : ℝ => E (t • shear12))) 0

/-- The twelve nearest neighbours in an fcc crystal with cubic lattice constant `a`. -/
def fccShell (a : ℝ) : Fin 12 → Fin 3 → ℝ :=
  ![![a / 2, a / 2, 0], ![a / 2, -(a / 2), 0], ![-(a / 2), a / 2, 0], ![-(a / 2), -(a / 2), 0],
    ![a / 2, 0, a / 2], ![a / 2, 0, -(a / 2)], ![-(a / 2), 0, a / 2], ![-(a / 2), 0, -(a / 2)],
    ![0, a / 2, a / 2], ![0, a / 2, -(a / 2)], ![0, -(a / 2), a / 2], ![0, -(a / 2), -(a / 2)]]
```

The model is a static lattice under homogeneous strain, without relaxation of atoms relative to each other inside the primitive cell. In fcc, with one atom per primitive cell, there is nothing to relax. Zero stress is not assumed.

## The chain rule for a finite set of bonds

The functions need to be $C^2$ only at the unstrained density and squared bond lengths, so pair energies singular at zero distance and square-root embedding at positive density are allowed. The first lemma extracts what the two differentiations need; the second differentiates one bond term.

```lean
/-- A function that is C² at a point is differentiable near it, and its derivative is
differentiable at it. -/
theorem derivs_of_C2 {g : ℝ → ℝ} {s : ℝ} (h : ContDiffAt ℝ 2 g s) :
    (∀ᶠ u in 𝓝 s, HasDerivAt g (deriv g u) u) ∧
      HasDerivAt (deriv g) (deriv (deriv g) s) s := by
  constructor
  · filter_upwards [h.eventually (by simp)] with u hu
    exact (hu.differentiableAt (by norm_num)).hasDerivAt
  · have h1 : ContDiffAt ℝ 1 (fderiv ℝ g) s := h.fderiv_right (by norm_num)
    have h2 : DifferentiableAt ℝ (fun u => fderiv ℝ g u 1) s :=
      (h1.differentiableAt (by norm_num)).clm_apply (differentiableAt_const _)
    have h3 : DifferentiableAt ℝ (deriv g) s := h2
    exact h3.hasDerivAt

/-- Chain rule for a function of one bond whose squared length changes linearly. -/
theorem hasDerivAt_bond {g : ℝ → ℝ} {g' c : ℝ} (q : ℝ) (h : HasDerivAt g g' c) :
    HasDerivAt (fun y : ℝ => g (c + y * q)) (g' * q) 0 := by
  have l : HasDerivAt (fun y : ℝ => c + y * q) q 0 :=
    (((hasDerivAt_id' (0 : ℝ)).mul_const q).const_add c).congr_deriv (by ring)
  have k := h.comp_of_eq (0 : ℝ) l (by simp)
  exact k
```

In the next proof, `hb` shows that squared lengths are affine in $x$ and $y$. The outer derivative needs the inner one for all small $x$, which `inner` supplies; `d2`, `d3` and `d4` then carry out the second differentiation.

```lean
/-- Second strain derivative of the embedded-atom energy for any finite family of neighbours:
a term in `F''`, a term in `F' f''` and a pair term in `φ''`. -/
theorem strainDeriv2_eam (F f φ : ℝ → ℝ) (R : ι → Fin 3 → ℝ)
    (A B : Matrix (Fin 3) (Fin 3) ℝ)
    (hF : ContDiffAt ℝ 2 F (∑ i, f (R i ⬝ᵥ R i)))
    (hf : ∀ i, ContDiffAt ℝ 2 f (R i ⬝ᵥ R i)) (hφ : ∀ i, ContDiffAt ℝ 2 φ (R i ⬝ᵥ R i)) :
    strainDeriv2 (eamEnergy F f φ R) A B =
      deriv (deriv F) (∑ i, f (R i ⬝ᵥ R i)) * (∑ i, deriv f (R i ⬝ᵥ R i) * stretch (R i) A)
          * (∑ i, deriv f (R i ⬝ᵥ R i) * stretch (R i) B)
        + deriv F (∑ i, f (R i ⬝ᵥ R i))
          * (∑ i, deriv (deriv f) (R i ⬝ᵥ R i) * stretch (R i) A * stretch (R i) B)
        + (∑ i, deriv (deriv φ) (R i ⬝ᵥ R i) * stretch (R i) A * stretch (R i) B) / 2 := by
  -- squared bond lengths are affine in the two strain amplitudes
  have hb : ∀ i (x y : ℝ), R i ⬝ᵥ R i + stretch (R i) (x • A + y • B) =
      R i ⬝ᵥ R i + x * stretch (R i) A + y * stretch (R i) B := by
    intro i x y
    simp only [stretch, Matrix.mulVec, dotProduct, Fin.sum_univ_three, Matrix.add_apply,
      Matrix.smul_apply, smul_eq_mul]
    ring
  simp only [strainDeriv2, eamEnergy, hb]
  generalize hs : (fun i => R i ⬝ᵥ R i) = s
  generalize hp : (fun i => stretch (R i) A) = p
  generalize hq : (fun i => stretch (R i) B) = q
  have es : ∀ i, R i ⬝ᵥ R i = s i := fun i => congrFun hs i
  have ep : ∀ i, stretch (R i) A = p i := fun i => congrFun hp i
  have eq' : ∀ i, stretch (R i) B = q i := fun i => congrFun hq i
  simp only [es] at hF hf hφ
  simp only [es, ep, eq']
  have line : ∀ i, Filter.Tendsto (fun x : ℝ => s i + x * p i) (𝓝 0) (𝓝 (s i)) := by
    intro i
    have hc : Continuous (fun x : ℝ => s i + x * p i) := by fun_prop
    simpa using hc.tendsto 0
  have d1 := HasDerivAt.fun_sum (u := Finset.univ) fun i _ =>
    hasDerivAt_bond (p i) ((derivs_of_C2 (hf i)).1.self_of_nhds)
  have dens : Filter.Tendsto (fun x : ℝ => ∑ i, f (s i + x * p i)) (𝓝 0)
      (𝓝 (∑ i, f (s i))) := by
    simpa using d1.continuousAt.tendsto
  have f1 := Filter.eventually_all.2 fun i => (line i).eventually (derivs_of_C2 (hf i)).1
  have φ1 := Filter.eventually_all.2 fun i => (line i).eventually (derivs_of_C2 (hφ i)).1
  -- the first derivative, valid for all small amplitudes of the other strain
  have inner : (fun x : ℝ => deriv (fun y : ℝ => F (∑ i, f (s i + x * p i + y * q i))
      + (∑ i, φ (s i + x * p i + y * q i)) / 2) 0) =ᶠ[𝓝 0]
      fun x => deriv F (∑ i, f (s i + x * p i)) * (∑ i, deriv f (s i + x * p i) * q i)
        + (∑ i, deriv φ (s i + x * p i) * q i) / 2 := by
    filter_upwards [f1, φ1, dens.eventually (derivs_of_C2 hF).1] with x h1 h2 h3
    have k1 := HasDerivAt.fun_sum (u := Finset.univ) fun i _ => hasDerivAt_bond (q i) (h1 i)
    have k2 := HasDerivAt.fun_sum (u := Finset.univ) fun i _ => hasDerivAt_bond (q i) (h2 i)
    have k3 := h3.comp_of_eq (0 : ℝ) k1 (by simp)
    exact (k3.add (k2.div_const 2)).deriv
  rw [inner.deriv_eq]
  -- the second derivative
  have d2 : HasDerivAt (fun x : ℝ => deriv F (∑ i, f (s i + x * p i)))
      (deriv (deriv F) (∑ i, f (s i)) * ∑ i, deriv f (s i) * p i) 0 :=
    (derivs_of_C2 hF).2.comp_of_eq (0 : ℝ) d1 (by simp)
  have d3 := HasDerivAt.fun_sum (u := Finset.univ) fun i _ =>
    (hasDerivAt_bond (p i) (derivs_of_C2 (hf i)).2).mul_const (q i)
  have d4 := HasDerivAt.fun_sum (u := Finset.univ) fun i _ =>
    (hasDerivAt_bond (p i) (derivs_of_C2 (hφ i)).2).mul_const (q i)
  refine (((d2.fun_mul d3).fun_add (d4.div_const 2)).congr_deriv ?_).deriv
  simp only [zero_mul, add_zero]
```

## Cancellation of the central-force terms

The shear derivative is an ordinary second derivative. Writing its argument as $x+y$ turns it into a mixed one.

```lean
/-- The mixed derivative along a strain taken twice is the ordinary second derivative. -/
theorem strainDeriv2_self (E : Matrix (Fin 3) (Fin 3) ℝ → ℝ) (C : Matrix (Fin 3) (Fin 3) ℝ) :
    deriv (deriv (fun t : ℝ => E (t • C))) 0 = strainDeriv2 E C C := by
  have shift : ∀ (g : ℝ → ℝ) (x : ℝ), deriv (fun y => g (x + y)) 0 = deriv g x := by
    intro g x
    rw [deriv_comp_const_add, add_zero]
  simp only [strainDeriv2, ← add_smul]
  congr 1
  funext x
  exact (shift (fun t => E (t • C)) x).symm
```

Below, `e1`, `e2` and `e3` compute the stretches, and `hc` is the equality of the products $p_iq_i$.

```lean
/-- For any finite family of neighbours the embedded-atom Cauchy pressure times the atomic volume is
`F''` times a factor built from `f'` and the bond vectors. -/
theorem cauchyPressure_eam (F f φ : ℝ → ℝ) (R : ι → Fin 3 → ℝ)
    (hF : ContDiffAt ℝ 2 F (∑ i, f (R i ⬝ᵥ R i)))
    (hf : ∀ i, ContDiffAt ℝ 2 f (R i ⬝ᵥ R i)) (hφ : ∀ i, ContDiffAt ℝ 2 φ (R i ⬝ᵥ R i)) :
    cauchyPressure (eamEnergy F f φ R) =
      4 * deriv (deriv F) (∑ i, f (R i ⬝ᵥ R i)) *
        ((∑ i, deriv f (R i ⬝ᵥ R i) * R i 0 ^ 2) * (∑ i, deriv f (R i ⬝ᵥ R i) * R i 1 ^ 2)
          - (∑ i, deriv f (R i ⬝ᵥ R i) * (R i 0 * R i 1)) ^ 2) := by
  have e1 : ∀ i, stretch (R i) axial1 = 2 * R i 0 ^ 2 := by
    intro i
    simp [stretch, axial1, Matrix.mulVec, dotProduct, Fin.sum_univ_three]
    ring
  have e2 : ∀ i, stretch (R i) axial2 = 2 * R i 1 ^ 2 := by
    intro i
    simp [stretch, axial2, Matrix.mulVec, dotProduct, Fin.sum_univ_three]
    ring
  have e3 : ∀ i, stretch (R i) shear12 = 2 * (R i 0 * R i 1) := by
    intro i
    simp [stretch, shear12, Matrix.mulVec, dotProduct, Fin.sum_univ_three]
    ring
  -- central forces contribute equally to both elastic derivatives
  have hc : ∀ g : ι → ℝ, ∑ i, g i * (2 * R i 0 ^ 2) * (2 * R i 1 ^ 2) =
      ∑ i, g i * (2 * (R i 0 * R i 1)) * (2 * (R i 0 * R i 1)) :=
    fun g => Finset.sum_congr rfl fun i _ => by ring
  have hk : ∀ g X : ι → ℝ, ∑ i, g i * (2 * X i) = 2 * ∑ i, g i * X i := by
    intro g X
    rw [Finset.mul_sum]
    exact Finset.sum_congr rfl fun i _ => by ring
  rw [cauchyPressure, strainDeriv2_self, strainDeriv2_eam F f φ R _ _ hF hf hφ,
    strainDeriv2_eam F f φ R _ _ hF hf hφ]
  simp only [e1, e2, e3]
  rw [hc (fun i => deriv (deriv f) (R i ⬝ᵥ R i)), hc (fun i => deriv (deriv φ) (R i ⬝ᵥ R i)),
    hk _ (fun i => R i 0 ^ 2), hk _ (fun i => R i 1 ^ 2),
    hk (fun i => deriv f (R i ⬝ᵥ R i)) (fun i => R i 0 * R i 1)]
  ring
```

A linear $F$ has $F''=0$, so `cauchyPressure` vanishes for every finite neighbour family. In a crystal such as diamond, where atoms of the basis also shift under shear, this is a statement about the unrelaxed elastic constants only.

```lean
/-- With a linear embedding function the Cauchy pressure vanishes for any finite family of
neighbours. -/
theorem cauchyPressure_linear_embedding (c : ℝ) (f φ : ℝ → ℝ) (R : ι → Fin 3 → ℝ)
    (hf : ∀ i, ContDiffAt ℝ 2 f (R i ⬝ᵥ R i)) (hφ : ∀ i, ContDiffAt ℝ 2 φ (R i ⬝ᵥ R i)) :
    cauchyPressure (eamEnergy (fun ρ => c * ρ) f φ R) = 0 := by
  have h1 : deriv (fun ρ : ℝ => c * ρ) = fun _ => c := by
    funext ρ
    exact (((hasDerivAt_id' ρ).const_mul c).congr_deriv (mul_one c)).deriv
  rw [cauchyPressure_eam _ f φ R (by fun_prop) hf hφ, h1]
  simp
```

## The fcc value and its sign

The proof evaluates the shell sums `m0`, `m1` and `m01` and substitutes them.

```lean
/-- In an fcc crystal with nearest-neighbour interactions the embedded-atom Cauchy pressure
times the atomic volume is `16 a⁴ f'² F''`. -/
theorem cauchyPressure_fcc (F f φ : ℝ → ℝ) (a : ℝ)
    (hF : ContDiffAt ℝ 2 F (12 * f (a ^ 2 / 2)))
    (hf : ContDiffAt ℝ 2 f (a ^ 2 / 2)) (hφ : ContDiffAt ℝ 2 φ (a ^ 2 / 2)) :
    cauchyPressure (eamEnergy F f φ (fccShell a)) =
      16 * a ^ 4 * deriv f (a ^ 2 / 2) ^ 2 * deriv (deriv F) (12 * f (a ^ 2 / 2)) := by
  have hs : ∀ i, fccShell a i ⬝ᵥ fccShell a i = a ^ 2 / 2 := by
    intro i
    fin_cases i <;> simp [fccShell, dotProduct, Fin.sum_univ_succ] <;> ring
  have hρ : ∑ i, f (fccShell a i ⬝ᵥ fccShell a i) = 12 * f (a ^ 2 / 2) := by
    simp [hs]
  -- second moments of the neighbour shell
  have m0 : ∑ i, fccShell a i 0 ^ 2 = 2 * a ^ 2 := by
    simp [fccShell, Fin.sum_univ_succ]
    ring
  have m1 : ∑ i, fccShell a i 1 ^ 2 = 2 * a ^ 2 := by
    simp [fccShell, Fin.sum_univ_succ]
    ring
  have m01 : ∑ i, fccShell a i 0 * fccShell a i 1 = 0 := by
    simp [fccShell, Fin.sum_univ_succ]
  rw [cauchyPressure_eam F f φ (fccShell a) (by rw [hρ]; exact hF)
    (fun i => by rw [hs]; exact hf) (fun i => by rw [hs]; exact hφ), hρ]
  simp only [hs, ← Finset.mul_sum, m0, m1, m01]
  ring
```

For fitting nearest-neighbour fcc potentials, this means that changing the pair energy alone, with $a$, $F$ and $f$ held fixed, leaves the Cauchy pressure unchanged. Its sign is that of $F''$, provided $a\neq0$ and the density function has non-zero slope at the neighbour distance.

```lean
/-- In fcc, if the density function has non-zero slope at the neighbour distance, the Cauchy
pressure is positive exactly when `F''` is, and zero exactly when `F''` is. -/
theorem cauchyPressure_fcc_sign (F f φ : ℝ → ℝ) (a : ℝ) (ha : a ≠ 0)
    (hF : ContDiffAt ℝ 2 F (12 * f (a ^ 2 / 2)))
    (hf : ContDiffAt ℝ 2 f (a ^ 2 / 2)) (hφ : ContDiffAt ℝ 2 φ (a ^ 2 / 2))
    (hf' : deriv f (a ^ 2 / 2) ≠ 0) :
    (0 < cauchyPressure (eamEnergy F f φ (fccShell a)) ↔
        0 < deriv (deriv F) (12 * f (a ^ 2 / 2))) ∧
      (cauchyPressure (eamEnergy F f φ (fccShell a)) = 0 ↔
        deriv (deriv F) (12 * f (a ^ 2 / 2)) = 0) := by
  rw [cauchyPressure_fcc F f φ a hF hf hφ]
  have hpos : 0 < 16 * a ^ 4 * deriv f (a ^ 2 / 2) ^ 2 := by positivity
  exact ⟨mul_pos_iff_of_pos_left hpos,
    fun h => (mul_eq_zero.1 h).resolve_left hpos.ne', fun h => by rw [h, mul_zero]⟩

end

end EmbeddedAtomCauchyPressure
```

The slope condition `hf'` is needed: with $f=1$, $\varphi=0$ and $F(\rho)=\rho^2$, the energy is constant and the Cauchy pressure zero, although $F''=2$.

The strain could also have been modelled by a symmetric displacement gradient $\varepsilon$, with $R\mapsto(1+\varepsilon)R$. The squared length then gains $|\varepsilon R|^2$, and the fcc difference gains $-2a^2(F'f'+\varphi'/2)$, which vanishes when the crystal is free of stress.

```lean
#print axioms EmbeddedAtomCauchyPressure.cauchyPressure_linear_embedding
-- 'EmbeddedAtomCauchyPressure.cauchyPressure_linear_embedding' depends on axioms: [propext, Classical.choice, Quot.sound]
#print axioms EmbeddedAtomCauchyPressure.cauchyPressure_fcc
-- 'EmbeddedAtomCauchyPressure.cauchyPressure_fcc' depends on axioms: [propext, Classical.choice, Quot.sound]
#print axioms EmbeddedAtomCauchyPressure.cauchyPressure_fcc_sign
-- 'EmbeddedAtomCauchyPressure.cauchyPressure_fcc_sign' depends on axioms: [propext, Classical.choice, Quot.sound]
```
